# In one dimension, more than 4M grid points give the exact product of a potential (|g| ≤ 2M) and a wave function (|G| ≤ M) at every |G| ≤ M

On a real-space grid that is too coarse, multiplying a wave function by a potential puts weight into the wrong plane waves. A high wave number in the product takes the same values on the grid points as a low one, and the discrete Fourier transform books it under the low one. The Hamiltonian or overlap matrix that I apply this way is then not the one I meant to apply.

I have a wave function with plane-wave coefficients c(G'), |G'| ≤ M, and a step function or potential with coefficients s(g), |g| ≤ 2M. I believe that N > 4M equally spaced points are enough: the transform of the product should then give exactly Σ_G' s(G − G') c(G') for every |G| ≤ M, although the product itself contains wave numbers up to 3M. Can this be made rigorous, with a proof that a machine has checked?

## The grid average keeps only wave numbers divisible by N

Yes. Measure x in units of the cell length and write

e_k(x) = exp(2πi k x), k an integer.

The two functions to be multiplied are

S(x) = Σ_g s(g) e_g(x), |g| ≤ 2M,

ψ(x) = Σ_G' c(G') e_G'(x), |G'| ≤ M.

The grid points are x_j = j/N with j = 0, …, N − 1, and the normalized discrete Fourier coefficient of the product is

F(G) = (1/N) Σ_j S(x_j) ψ(x_j) e_−G(x_j).

First take the grid average of a single wave. With ω = exp(2πi k/N) we have e_k(x_j) = ω^j. If N divides k, then ω = 1 and the average is 1. If N does not divide k, then ω ≠ 1 but ω^N = exp(2πi k) = 1, so the geometric sum gives

(1/N) Σ_j ω^j = (1/N) (ω^N − 1)/(ω − 1) = 0.

Now insert the two expansions into F(G). Multiplying waves adds their wave numbers, so

F(G) = Σ_g Σ_G' s(g) c(G') · (1/N) Σ_j e_(g+G'−G)(x_j).

The inner average is 1 when N divides g + G' − G and 0 otherwise. This holds for every N > 0 and displays the aliasing: all pairs with g + G' equal to G modulo N contribute.

For |G| ≤ M the mismatch is bounded by

|g + G' − G| ≤ 2M + M + M = 4M < N.

The only multiple of N in that range is 0, so g = G − G'. This g does lie in the window of s, because |G − G'| ≤ 2M. Hence

F(G) = Σ_G' s(G − G') c(G').

Matrix elements follow by projecting on a second function ψ_b with coefficients b(G), |G| ≤ M. Since conj(ψ_b(x)) = Σ_G conj(b(G)) e_−G(x),

(1/N) Σ_j conj(ψ_b(x_j)) S(x_j) ψ(x_j) = Σ_G conj(b(G)) F(G) = Σ_G Σ_G' conj(b(G)) s(G − G') c(G').

In LAPW calculations, products with the step function of this form enter the interstitial part of the overlap matrix; the result here treats a one-dimensional cell with finite plane-wave sums.

## Four points are too few for M = 1

Take M = 1, S = e_2 and ψ = e_1, so that the product is e_3. On N = 4 points, e_3 takes the values 1, −i, −1, i, and so does e_−1. The grid therefore reports F(−1) = 1. The exact sum at G = −1 has the single candidate s(−1 − 1) = s(−2), which is 0. The single wave e_2 is complex, so it is a test function and not a physical potential. The real potential e_2 + e_−2 = 2 cos(4πx) fails on four points as well: the grid gives F(−1) = 2, and the exact sum is 1.

With N = 5 the wave e_3 still aliases, but it now lands on e_−2, outside the window |G| ≤ 1. This also shows why the restriction on G is needed: at G = −2 the grid gives F(−2) = 1, whereas the sum gives s(−3) = 0. The condition N > 4M keeps aliased waves away from the coefficients that are used, and does not remove them from the rest of the grid spectrum.

## The Lean file

The main result is `gridCoeff_eq_applyMatrix`; the matrix element and the failure at N = 4M follow it.

```lean
import Mathlib

open scoped Real ComplexConjugate

namespace PlaneWaveGridProduct

noncomputable section

/-- The plane wave with integer wave number `k` at position `x`, measured in cell lengths. -/
def wave (k : ℤ) (x : ℝ) : ℂ := Complex.exp (k * x * (2 * π * Complex.I))

/-- The `j`-th of `N` equally spaced points in the unit cell. -/
def gridPoint (N j : ℕ) : ℝ := j / N

/-- The trigonometric sum with coefficients `a g` for the wave numbers `|g| ≤ K`. -/
def trigSum (K : ℕ) (a : ℤ → ℂ) (x : ℝ) : ℂ :=
  ∑ g ∈ Finset.Icc (-(K : ℤ)) K, a g * wave g x

/-- The normalized discrete Fourier coefficient of `f` at `G` on the `N`-point grid. -/
def gridCoeff (N : ℕ) (f : ℝ → ℂ) (G : ℤ) : ℂ :=
  (1 / (N : ℂ)) * ∑ j ∈ Finset.range N, f (gridPoint N j) * wave (-G) (gridPoint N j)

/-- The matrix `s (G - G')` applied to the plane-wave coefficients `c G'` with `|G'| ≤ M`. -/
def applyMatrix (M : ℕ) (s c : ℤ → ℂ) (G : ℤ) : ℂ :=
  ∑ G' ∈ Finset.Icc (-(M : ℤ)) M, s (G - G') * c G'

/-- The coefficients of a single plane wave with wave number `k`. -/
def mode (k : ℤ) : ℤ → ℂ := fun g => if g = k then 1 else 0

/-- Multiplying two plane waves adds their wave numbers. -/
theorem wave_add (k l : ℤ) (x : ℝ) : wave (k + l) x = wave k x * wave l x := by
  unfold wave
  rw [← Complex.exp_add]
  congr 1
  push_cast
  ring

/-- Complex conjugation reverses the wave number of a plane wave. -/
theorem wave_conj (k : ℤ) (x : ℝ) : conj (wave k x) = wave (-k) x := by
  unfold wave
  rw [← Complex.exp_conj]
  congr 1
  simp only [map_mul, map_intCast, Complex.conj_ofReal, Complex.conj_I, map_ofNat,
    Int.cast_neg]
  ring

/-- The grid average of a plane wave is one if `N` divides its wave number and zero
otherwise. -/
theorem grid_orthogonality (N : ℕ) (hN : 0 < N) (k : ℤ) :
    (1 / (N : ℂ)) * ∑ j ∈ Finset.range N, wave k (gridPoint N j)
      = if (N : ℤ) ∣ k then 1 else 0 := by
  have hN' : (N : ℂ) ≠ 0 := by exact_mod_cast hN.ne'
  -- the values on the grid are powers of one root of unity
  have hpow : ∀ j : ℕ, wave k (gridPoint N j) = (wave k (gridPoint N 1)) ^ j := by
    intro j
    unfold wave gridPoint
    rw [← Complex.exp_nat_mul]
    congr 1
    push_cast
    ring
  have hroot : wave k (gridPoint N 1) = 1 ↔ (N : ℤ) ∣ k := by
    unfold wave gridPoint
    rw [Complex.exp_eq_one_iff]
    constructor
    · rintro ⟨n, hn⟩
      have h2 := mul_right_cancel₀ Complex.two_pi_I_ne_zero hn
      push_cast at h2
      have h3 : (k : ℂ) = N * n := by
        rw [← h2]
        field_simp
      exact ⟨n, by exact_mod_cast h3⟩
    · rintro ⟨n, rfl⟩
      refine ⟨n, ?_⟩
      congr 1
      push_cast
      field_simp
  rw [Finset.sum_congr rfl (fun j _ => hpow j)]
  split_ifs with h
  · rw [hroot.mpr h]
    simp [hN']
  · have hne : wave k (gridPoint N 1) ≠ 1 := fun h1 => h (hroot.mp h1)
    have hN1 : (wave k (gridPoint N 1)) ^ N = 1 := by
      rw [← hpow N]
      unfold wave gridPoint
      rw [Complex.exp_eq_one_iff]
      refine ⟨k, ?_⟩
      congr 1
      push_cast
      field_simp
    rw [geom_sum_eq hne, hN1]
    simp

/-- Aliasing formula: the grid coefficient of a product at `G` collects all pairs of waves
whose total wave number agrees with `G` modulo `N`. -/
theorem gridCoeff_product (K M N : ℕ) (hN : 0 < N) (s c : ℤ → ℂ) (G : ℤ) :
    gridCoeff N (fun x => trigSum K s x * trigSum M c x) G
      = ∑ g ∈ Finset.Icc (-(K : ℤ)) K, ∑ G' ∈ Finset.Icc (-(M : ℤ)) M,
          if (N : ℤ) ∣ g + G' - G then s g * c G' else 0 := by
  have hexp : ∀ x : ℝ, trigSum K s x * trigSum M c x * wave (-G) x
      = ∑ g ∈ Finset.Icc (-(K : ℤ)) K, ∑ G' ∈ Finset.Icc (-(M : ℤ)) M,
          s g * c G' * wave (g + G' - G) x := by
    intro x
    unfold trigSum
    rw [Finset.sum_mul_sum, Finset.sum_mul]
    refine Finset.sum_congr rfl fun g _ => ?_
    rw [Finset.sum_mul]
    refine Finset.sum_congr rfl fun G' _ => ?_
    rw [sub_eq_add_neg, wave_add, wave_add]
    ring
  simp only [gridCoeff, hexp]
  -- carry out the grid sum first, for each pair of waves
  conv_lhs => rw [Finset.sum_comm, Finset.mul_sum]
  refine Finset.sum_congr rfl fun g _ => ?_
  conv_lhs => rw [Finset.sum_comm, Finset.mul_sum]
  refine Finset.sum_congr rfl fun G' _ => ?_
  rw [← Finset.mul_sum, mul_left_comm, grid_orthogonality N hN]
  split_ifs <;> simp

/-- With `N > 4M` grid points, the grid coefficient of the product at any `|G| ≤ M` is exactly
the sum over `G'` of `s (G - G') * c G'`. -/
theorem gridCoeff_eq_applyMatrix (M N : ℕ) (hN : 4 * M < N) (s c : ℤ → ℂ) (G : ℤ)
    (hG : |G| ≤ M) :
    gridCoeff N (fun x => trigSum (2 * M) s x * trigSum M c x) G = applyMatrix M s c G := by
  obtain ⟨hG1, hG2⟩ := abs_le.mp hG
  rw [gridCoeff_product (2 * M) M N (by omega), Finset.sum_comm]
  unfold applyMatrix
  refine Finset.sum_congr rfl fun G' hG' => ?_
  rw [Finset.mem_Icc] at hG'
  rw [Finset.sum_eq_single (G - G')]
  · simp
  · intro g hg hne
    rw [Finset.mem_Icc] at hg
    rw [if_neg]
    rintro ⟨q, hq⟩
    -- the mismatch is smaller than N, so a multiple of N must vanish
    have h1 : (N : ℤ) * q < N := by omega
    have h2 : -(N : ℤ) < N * q := by omega
    have hpos : (0 : ℤ) < N := by omega
    have h3 : q < 1 := by nlinarith
    have h4 : -1 < q := by nlinarith
    have h5 : q = 0 := by omega
    rw [h5, mul_zero] at hq
    omega
  · intro h
    exact absurd (Finset.mem_Icc.mpr ⟨by omega, by omega⟩) h

/-- With `N > 4M` grid points, the grid average of `conj ψ_b * s * ψ_c` equals the matrix
element of `s (G - G')` between the coefficient vectors `b` and `c`. -/
theorem grid_matrixElement (M N : ℕ) (hN : 4 * M < N) (s b c : ℤ → ℂ) :
    (1 / (N : ℂ)) * ∑ j ∈ Finset.range N, conj (trigSum M b (gridPoint N j)) *
        (trigSum (2 * M) s (gridPoint N j) * trigSum M c (gridPoint N j))
      = ∑ G ∈ Finset.Icc (-(M : ℤ)) M, ∑ G' ∈ Finset.Icc (-(M : ℤ)) M,
          conj (b G) * s (G - G') * c G' := by
  have hconj : ∀ x : ℝ, conj (trigSum M b x)
      = ∑ G ∈ Finset.Icc (-(M : ℤ)) M, conj (b G) * wave (-G) x := by
    intro x
    unfold trigSum
    rw [map_sum]
    refine Finset.sum_congr rfl fun G _ => ?_
    rw [map_mul, wave_conj]
  -- projecting on the left state is a sum of grid coefficients
  have hproj : (1 / (N : ℂ)) * ∑ j ∈ Finset.range N, conj (trigSum M b (gridPoint N j)) *
        (trigSum (2 * M) s (gridPoint N j) * trigSum M c (gridPoint N j))
      = ∑ G ∈ Finset.Icc (-(M : ℤ)) M, conj (b G) *
          gridCoeff N (fun x => trigSum (2 * M) s x * trigSum M c x) G := by
    simp only [hconj, gridCoeff, Finset.sum_mul, Finset.mul_sum]
    rw [Finset.sum_comm]
    refine Finset.sum_congr rfl fun G _ => Finset.sum_congr rfl fun j _ => ?_
    ring
  rw [hproj]
  refine Finset.sum_congr rfl fun G hG => ?_
  rw [gridCoeff_eq_applyMatrix M N hN s c G (abs_le.mpr (Finset.mem_Icc.mp hG))]
  unfold applyMatrix
  rw [Finset.mul_sum]
  refine Finset.sum_congr rfl fun G' _ => ?_
  ring

/-- For `M > 0` and only `N = 4M` points, the product of the waves `2M` and `M` has grid coefficient
one at `G = -M`, where the exact sum is zero. -/
theorem aliasing_at_four_mul (M : ℕ) (hM : 0 < M) :
    gridCoeff (4 * M) (fun x => trigSum (2 * M) (mode (2 * M)) x * trigSum M (mode M) x) (-M) = 1
      ∧ applyMatrix M (mode (2 * M)) (mode M) (-M) = 0 := by
  constructor
  · have hd : ((4 * M : ℕ) : ℤ) ∣ 2 * (M : ℤ) + M - (-(M : ℤ)) := ⟨1, by push_cast; ring⟩
    rw [gridCoeff_product _ _ _ (by omega), Finset.sum_eq_single (2 * (M : ℤ)),
      Finset.sum_eq_single (M : ℤ)]
    · rw [if_pos hd]
      simp [mode]
    · intro G' _ h
      simp [mode, h]
    · intro h
      exact absurd (Finset.mem_Icc.mpr ⟨by omega, by omega⟩) h
    · intro g _ h
      simp [mode, h]
    · intro h
      exact absurd (Finset.mem_Icc.mpr ⟨by omega, by omega⟩) h
  · unfold applyMatrix
    refine Finset.sum_eq_zero fun G' hG' => ?_
    rw [Finset.mem_Icc] at hG'
    have h : -(M : ℤ) - G' ≠ 2 * M := by omega
    simp only [mode, if_neg h, zero_mul]

end

end PlaneWaveGridProduct
```

```lean
#print axioms PlaneWaveGridProduct.gridCoeff_product
#print axioms PlaneWaveGridProduct.grid_matrixElement
#print axioms PlaneWaveGridProduct.aliasing_at_four_mul
```

```
'PlaneWaveGridProduct.gridCoeff_product' depends on axioms: [propext, Classical.choice, Quot.sound]
'PlaneWaveGridProduct.grid_matrixElement' depends on axioms: [propext, Classical.choice, Quot.sound]
'PlaneWaveGridProduct.aliasing_at_four_mul' depends on axioms: [propext, Classical.choice, Quot.sound]
```

## What the three final theorems say

`wave k x` is e_k(x), and `gridPoint N j` is the real number j/N. `trigSum K a` is the trigonometric sum of the coefficients `a` over the integers from −K to K. The coefficient functions have type `ℤ → ℂ` and are otherwise arbitrary. Their support is expressed by the window of the sum, so values outside it are simply not used. On the matrix side this is consistent, because G − G' never leaves the range from −2M to 2M.

`gridCoeff N f G` is F(G) for a general function `f`. It fixes two conventions: the factor 1/N belongs to this transform, and the conjugate wave appears as `wave (-G)`. A transform routine that puts the factor elsewhere needs the corresponding rescaling. One that stores coefficients under the indices 0 to N − 1 holds a negative G at G + N.

`applyMatrix M s c G` is the sum over G' of s(G − G') c(G'). In words, `gridCoeff_eq_applyMatrix` says: for natural numbers M and N with 4M < N, any coefficients s and c, and any integer G with |G| ≤ M, the grid coefficient of the product equals this sum. Nothing is assumed about s being real in space or the matrix being Hermitian. The case M = 0 is included, and there a single grid point suffices.

`grid_matrixElement` states the double-sum formula for two coefficient vectors `b` and `c`. The vectors are not normalized. For the expectation value of a local potential in an orthonormal plane-wave basis, set b = c and divide by Σ_G |c(G)|², taken over |G| ≤ M and assumed nonzero.

`aliasing_at_four_mul` generalizes the four-point example to every M > 0. Here `mode k` is the coefficient function of a single wave. With N = 4M, the waves 2M and M produce the grid coefficient 1 at G = −M, while the exact sum is 0.

A sharp step function has infinitely many Fourier coefficients. Cutting them off at 2M loses nothing in the matrix between waves with |G| ≤ M, since only differences G − G' occur there. What must be put on the grid, however, is the truncated sum. Sampling the sharp step itself at the grid points is a different operation, to which the theorem does not apply.

The Bloch phase is absent from the model; for a common k-point it cancels between ψ_b and ψ. Muffin-tin contributions, local orbitals, the kinetic energy and rounding errors are not treated, and a three-dimensional grid would need the argument along each reciprocal axis, which the file does not carry out.

## How the proof follows the wave numbers

`wave_add` and `wave_conj` are the two rules for exponentials used above: products add wave numbers, and conjugation reverses them.

`grid_orthogonality` is the geometric sum. Its step `hpow` writes the grid values as powers of ω, which is `wave k (gridPoint N 1)`. The step `hroot` shows that ω = 1 exactly when N divides k, using the fact that an exponential equals 1 only when its exponent is an integer multiple of 2πi. In the remaining case `hN1` supplies ω^N = 1, and `geom_sum_eq` gives the closed form, whose numerator vanishes.

`gridCoeff_product` is the aliasing formula, proved for arbitrary cutoffs K and M and any N > 0. The step `hexp` expands the product into waves with wave number g + G' − G. Two uses of `Finset.sum_comm` then move the grid sum inside the sums over g and G', where orthogonality evaluates it pair by pair.

The main theorem starts from this formula with K = 2M and makes G' the outer summation variable. For fixed G', `Finset.sum_eq_single (G - G')` reduces the sum over g to one term and leaves three things to show:

- The term at g = G − G' has the value s(G − G') c(G').
- Every other term vanishes. If N divided the mismatch, it would equal N·q for an integer q. The cutoffs give −N < N·q < N, hence q = 0 and g = G − G', a contradiction.
- The surviving g lies in the window of s, which follows from the bounds on G and G'.

The second item is the estimate 4M < N from the derivation, with `omega` handling the linear integer inequalities and `nlinarith` extracting the bounds on q.

For `grid_matrixElement`, `hconj` expands the conjugated function and `hproj` rewrites the grid average as Σ_G conj(b(G)) F(G). The main theorem then replaces each F(G), which is allowed because the sum runs only over |G| ≤ M.

In `aliasing_at_four_mul`, the aliasing formula is reduced to the one pair g = 2M, G' = M. Its mismatch with G = −M is 4M, which N = 4M divides, so the coefficient is 1. On the matrix side, −M − G' is never positive for G' in the window and so cannot equal 2M; every term is zero.
